# Optimising the step of a central-difference gradient with shot noise c/N gives a root-mean-square error bound proportional to N^(-1/3)

The theorem concerns a central-difference gradient estimated from N > 0 shots, whose mean-squared error is taken to be bounded by B²h⁴ + c/(Nh²) at step h, with B and c positive. The first term is the squared bias and the second the shot noise; this form of the bound is assumed, not derived. The theorem says that the square root of the bound has a least value over all h > 0, namely √3 · B · (c/(2B²))^(1/3) · N^(-1/3). The proof takes the minimising step from the preceding theorem, rewrites the bound there as the square of the claimed value, and uses the monotonicity of the square root to compare it with every other step.

Lean 4 with Mathlib refuses this proof:

```lean
import Mathlib

open MeasureTheory ProbabilityTheory

namespace OptimalRmsScaling

noncomputable section

/-- The bound `B² h⁴ + v / h²` on the mean-squared error of a central-difference gradient
with step `h ≠ 0`: squared bias plus shot noise. -/
def mseBound (B v h : ℝ) : ℝ := B ^ 2 * h ^ 4 + v / h ^ 2

/-- The step `(v / (2B²))^(1/6)`, for `B ≠ 0` and `v ≥ 0`. -/
def optStep (B v : ℝ) : ℝ := (v / (2 * B ^ 2)) ^ (1 / 6 : ℝ)

/-- If `k⁶ = v / (2B²)` with `B ≠ 0`, this is the exact excess of the error bound at a step
`h ≠ 0` over the value `3 B² k⁴`. -/
theorem mseBound_excess {B v h k : ℝ} (hB : B ≠ 0) (hh : h ≠ 0)
    (hk : k ^ 6 = v / (2 * B ^ 2)) :
    mseBound B v h - 3 * B ^ 2 * k ^ 4
      = B ^ 2 * (h ^ 2 - k ^ 2) ^ 2 * (h ^ 2 + 2 * k ^ 2) / h ^ 2 := by
  have hv : v = 2 * B ^ 2 * k ^ 6 := by rw [hk]; field_simp
  unfold mseBound
  rw [hv]
  field_simp
  ring

/-- For `B, v > 0` the error bound has a unique minimum over positive steps, at
`h⁶ = v / (2B²)`, with value `3 B² (v / (2B²))^(2/3)`. -/
theorem mseBound_unique_minimum {B v : ℝ} (hB : 0 < B) (hv : 0 < v) :
    0 < optStep B v ∧ optStep B v ^ 6 = v / (2 * B ^ 2) ∧
    mseBound B v (optStep B v) = 3 * B ^ 2 * (v / (2 * B ^ 2)) ^ (2 / 3 : ℝ) ∧
    ∀ h, 0 < h → h ≠ optStep B v → mseBound B v (optStep B v) < mseBound B v h := by
  have hq : 0 < v / (2 * B ^ 2) := by positivity
  have kpos : 0 < optStep B v := Real.rpow_pos_of_pos hq _
  have k6 : optStep B v ^ 6 = v / (2 * B ^ 2) := by
    unfold optStep
    rw [← Real.rpow_natCast, ← Real.rpow_mul hq.le]
    norm_num
  have k4 : optStep B v ^ 4 = (v / (2 * B ^ 2)) ^ (2 / 3 : ℝ) := by
    unfold optStep
    rw [← Real.rpow_natCast, ← Real.rpow_mul hq.le]
    norm_num
  have hmin : mseBound B v (optStep B v) = 3 * B ^ 2 * optStep B v ^ 4 := by
    have h0 := mseBound_excess hB.ne' kpos.ne' k6
    rw [sub_self] at h0
    norm_num at h0
    linarith
  refine ⟨kpos, k6, by rw [hmin, k4], fun h hh hne => ?_⟩
  -- away from the optimal step the excess is strictly positive
  have hd : h ^ 2 - optStep B v ^ 2 ≠ 0 := by
    intro h0
    have hf : (h - optStep B v) * (h + optStep B v) = 0 := by linear_combination h0
    rcases mul_eq_zero.mp hf with h' | h'
    · exact hne (by linarith)
    · linarith
  have hpos : 0 < B ^ 2 * (h ^ 2 - optStep B v ^ 2) ^ 2
      * (h ^ 2 + 2 * optStep B v ^ 2) / h ^ 2 := by positivity
  have hex := mseBound_excess hB.ne' hh.ne' k6
  linarith

/-- With noise `v = c / N` for `N > 0` shots and `B, c > 0`, the least root-mean-square
bound over all positive steps is a constant times `N^(-1/3)`. -/
theorem optimal_rms_scaling {B c : ℝ} (hB : 0 < B) (hc : 0 < c) {N : ℕ} (hN : 0 < N) :
    IsLeast ((fun h => √(mseBound B (c / N) h)) '' Set.Ioi 0)
      (√3 * B * (c / (2 * B ^ 2)) ^ (1 / 3 : ℝ) * (N : ℝ) ^ (-(1 / 3) : ℝ)) := by
  have hN' : (0 : ℝ) < N := by exact_mod_cast hN
  obtain ⟨kpos, -, hval, hlt⟩ := mseBound_unique_minimum hB (div_pos hc hN')
  have hq : 0 < c / (2 * B ^ 2) := by positivity
  have hqN : 0 < c / N / (2 * B ^ 2) := by positivity
  have split : (c / N / (2 * B ^ 2)) ^ (1 / 3 : ℝ)
      = (c / (2 * B ^ 2)) ^ (1 / 3 : ℝ) * (N : ℝ) ^ (-(1 / 3) : ℝ) := by
    have e : c / N / (2 * B ^ 2) = c / (2 * B ^ 2) * (N : ℝ)⁻¹ := by ring
    rw [e, Real.mul_rpow hq.le (inv_nonneg.mpr hN'.le), Real.inv_rpow hN'.le,
      Real.rpow_neg hN'.le]
  have square : (c / N / (2 * B ^ 2)) ^ (2 / 3 : ℝ)
      = ((c / N / (2 * B ^ 2)) ^ (1 / 3 : ℝ)) ^ 2 := by
    rw [← Real.rpow_natCast, ← Real.rpow_mul hqN.le]
    norm_num
  have hroot : √(mseBound B (c / N) (optStep B (c / N)))
      = √3 * B * (c / (2 * B ^ 2)) ^ (1 / 3 : ℝ) * (N : ℝ) ^ (-(1 / 3) : ℝ) := by
    have h3 : √3 ^ 2 = (3 : ℝ) := Real.sq_sqrt (by norm_num)
    have e : mseBound B (c / N) (optStep B (c / N))
        = (√3 * B * (c / (2 * B ^ 2)) ^ (1 / 3 : ℝ) * (N : ℝ) ^ (-(1 / 3) : ℝ)) ^ 2 := by
      rw [hval, square, split, mul_pow, mul_pow, mul_pow, mul_pow, h3]
      ring
    rw [e, Real.sqrt_sq (by positivity)]
  rw [← hroot]
  refine ⟨⟨_, kpos, rfl⟩, ?_⟩
  rintro _ ⟨h, hh, rfl⟩
  apply Real.sqrt_le_sqrt
  by_cases hk : h = optStep B (c / N)
  · rw [hk]
  · exact (hlt h hh hk).le

end

end OptimalRmsScaling
```

Lean reports:

```
Main.lean:78:29: error: Tactic `rewrite` failed: Did not find an occurrence of the pattern
  ((c / ↑N / (2 * B ^ 2)) ^ ?y) ^ ?z
in the target expression
  (c / ↑N / (2 * B ^ ↑2)) ^ (2 / 3) = ((c / ↑N / (2 * B ^ ↑2)) ^ (1 / 3)) ^ 2

B c : ℝ
hB : 0 < B
hc : 0 < c
N : ℕ
hN : 0 < N
hN' : 0 < ↑N
kpos : 0 < optStep B (c / ↑N)
hval : mseBound B (c / ↑N) (optStep B (c / ↑N)) = 3 * B ^ 2 * (c / ↑N / (2 * B ^ 2)) ^ (2 / 3)
hlt : ∀ (h : ℝ), 0 < h → h ≠ optStep B (c / ↑N) → mseBound B (c / ↑N) (optStep B (c / ↑N)) < mseBound B (c / ↑N) h
hq : 0 < c / (2 * B ^ 2)
hqN : 0 < c / ↑N / (2 * B ^ 2)
split : (c / ↑N / (2 * B ^ 2)) ^ (1 / 3) = (c / (2 * B ^ 2)) ^ (1 / 3) * ↑N ^ (-(1 / 3))
⊢ (c / ↑N / (2 * B ^ ↑2)) ^ (2 / 3) = ((c / ↑N / (2 * B ^ ↑2)) ^ (1 / 3)) ^ 2
```

Cause. The error is in `square`, which writes a 2/3 power as the square of a 1/3 power. Read backwards, `Real.rpow_natCast` turns a natural-number exponent into a real one, but without arguments it may match any natural power. Here it matched `B ^ 2` inside the base, and the message shows the resulting `B ^ ↑2` on both sides. The outer square kept its natural exponent.

The next rewrite, `Real.rpow_mul` backwards, needs two nested real powers, and `hqN.le` fixes their base as the original expression with `B ^ 2`. The goal now has neither that base nor a real outer exponent, so no match is found.

The repair gives `Real.rpow_natCast` the 1/3 power as its base and 2 as its exponent. Only the outer square is then converted, `B ^ 2` is left alone, and `Real.rpow_mul` can merge the exponents, leaving `norm_num` the arithmetic. The added comment is mere tidying.

As a diff, the version that Lean accepts:

```diff
@@ -69,4 +69,5 @@
   have hq : 0 < c / (2 * B ^ 2) := by positivity
   have hqN : 0 < c / N / (2 * B ^ 2) := by positivity
+  -- the shot number factors out of the optimal value
   have split : (c / N / (2 * B ^ 2)) ^ (1 / 3 : ℝ)
       = (c / (2 * B ^ 2)) ^ (1 / 3 : ℝ) * (N : ℝ) ^ (-(1 / 3) : ℝ) := by
@@ -76,5 +77,6 @@
   have square : (c / N / (2 * B ^ 2)) ^ (2 / 3 : ℝ)
       = ((c / N / (2 * B ^ 2)) ^ (1 / 3 : ℝ)) ^ 2 := by
-    rw [← Real.rpow_natCast, ← Real.rpow_mul hqN.le]
+    rw [← Real.rpow_natCast ((c / N / (2 * B ^ 2)) ^ (1 / 3 : ℝ)) 2,
+      ← Real.rpow_mul hqN.le]
     norm_num
   have hroot : √(mseBound B (c / N) (optStep B (c / N)))
```
